# Displacing occupied orbitals in an orthogonal direction matches the exponential rotation of the density matrix to second order

A self-consistent-field step can move the occupied orbitals along a straight line and correct for their lost orthonormality, or it can rotate them by the exponential of an antisymmetric matrix built from the same displacement, which keeps them orthonormal throughout. For real orbitals in a finite orthonormal basis, and a displacement orthogonal to the occupied space, the difference between the two resulting density matrices vanishes faster than the square of the step length.

```lean
import Mathlib

open Matrix Topology Asymptotics
open scoped Matrix.Norms.Operator

namespace SecondOrderRetraction

noncomputable section

variable {n m : Type*} [Fintype n] [Fintype m] [DecidableEq m]

/-- The matrix `(C + tZ) (1 + t² ZᵀZ)⁻¹ (C + tZ)ᵀ`. If `CᵀC = 1` and `CᵀZ = 0`, it is the density
matrix of the displaced orbitals `C + tZ`. -/
def retraction (C Z : Matrix n m ℝ) (t : ℝ) : Matrix n n ℝ :=
  (C + t • Z) * (1 + t ^ 2 • (Zᵀ * Z))⁻¹ * (C + t • Z)ᵀ

/-- The antisymmetric generator `K = Z Cᵀ - C Zᵀ` of the orbital rotation. -/
def generator (C Z : Matrix n m ℝ) : Matrix n n ℝ := Z * Cᵀ - C * Zᵀ

/-- The matrix `C Cᵀ`, which for orthonormal `C` is the density matrix, rotated by `exp(tK)`. -/
def geodesic [DecidableEq n] (C Z : Matrix n m ℝ) (t : ℝ) : Matrix n n ℝ :=
  NormedSpace.exp (t • generator C Z) * (C * Cᵀ) * NormedSpace.exp (-(t • generator C Z))

/-- The metric `1 + t² ZᵀZ` is invertible for every step `t` and every direction `Z`. -/
theorem metric_mul_inv (Z : Matrix n m ℝ) (t : ℝ) :
    (1 + t ^ 2 • (Zᵀ * Z)) * (1 + t ^ 2 • (Zᵀ * Z))⁻¹ = 1 := by
  have h : (1 + (t • Z)ᴴ * (t • Z)).PosDef :=
    Matrix.PosDef.one.add_posSemidef (Matrix.posSemidef_conjTranspose_mul_self (t • Z))
  have e : (t • Z)ᴴ * (t • Z) = t ^ 2 • (Zᵀ * Z) := by
    rw [conjTranspose_eq_transpose_of_trivial, transpose_smul, Matrix.smul_mul,
      Matrix.mul_smul, smul_smul, pow_two]
  rw [e] at h
  exact Matrix.mul_nonsing_inv _ h.det_pos.ne'.isUnit

/-- For orthonormal orbitals `C` and a direction `Z` orthogonal to them, the retraction is
at every `t` a symmetric idempotent whose trace is the number of orbitals. -/
theorem retraction_projector (C Z : Matrix n m ℝ) (hC : Cᵀ * C = 1) (hZ : Cᵀ * Z = 0)
    (t : ℝ) : (retraction C Z t)ᵀ = retraction C Z t ∧
      retraction C Z t * retraction C Z t = retraction C Z t ∧
      (retraction C Z t).trace = Fintype.card m := by
  have hZ' : Zᵀ * C = 0 := by simpa using congrArg transpose hZ
  -- the overlap matrix of the displaced orbitals is the metric
  have gram : (C + t • Z)ᵀ * (C + t • Z) = 1 + t ^ 2 • (Zᵀ * Z) := by
    simp only [transpose_add, transpose_smul, Matrix.add_mul, Matrix.mul_add, Matrix.smul_mul,
      Matrix.mul_smul, hC, hZ, hZ', smul_zero, add_zero, zero_add, smul_smul, pow_two]
  refine ⟨?_, ?_, ?_⟩
  · simp only [retraction, transpose_mul, transpose_nonsing_inv, transpose_add, transpose_one,
      transpose_smul, transpose_transpose, Matrix.mul_assoc]
  · calc retraction C Z t * retraction C Z t
        = (C + t • Z) * (1 + t ^ 2 • (Zᵀ * Z))⁻¹ * (((C + t • Z)ᵀ * (C + t • Z)) *
            (1 + t ^ 2 • (Zᵀ * Z))⁻¹) * (C + t • Z)ᵀ := by
          simp only [retraction, Matrix.mul_assoc]
      _ = retraction C Z t := by
          rw [gram, metric_mul_inv, Matrix.mul_one, retraction]
  · rw [retraction, Matrix.trace_mul_comm, ← Matrix.mul_assoc, gram, metric_mul_inv,
      Matrix.trace_one]

/-- First and second derivatives at `t = 0` of `(p + ta) W(t) (p + tb)`, where `W(t)` is the
two-sided inverse of `1 + t² B`. -/
theorem product_curve_derivs {R : Type*} [NormedRing R] [NormedAlgebra ℝ R] [CompleteSpace R]
    (p a b B : R) (W : ℝ → R) (h1 : ∀ t : ℝ, (1 + t ^ 2 • B) * W t = 1)
    (h2 : ∀ t : ℝ, W t * (1 + t ^ 2 • B) = 1) :
    Differentiable ℝ (fun t : ℝ => (p + t • a) * W t * (p + t • b)) ∧
    HasDerivAt (fun t : ℝ => (p + t • a) * W t * (p + t • b)) (a * p + p * b) 0 ∧
    HasDerivAt (deriv (fun t : ℝ => (p + t • a) * W t * (p + t • b)))
      ((2 : ℝ) • (a * b - p * B * p)) 0 := by
  have W0 : W 0 = 1 := by simpa using h1 0
  -- derivative of the inverse: W' = -2t W B W
  have hW : ∀ t : ℝ, HasDerivAt W ((-(2 * t)) • (W t * B * W t)) t := by
    intro t
    have hB : HasDerivAt (fun s : ℝ => (1 : R) + s ^ 2 • B) ((2 * t) • B) t := by
      simpa using ((hasDerivAt_pow 2 t).smul_const B).const_add (1 : R)
    have hi : HasFDerivAt Ring.inverse
        (-ContinuousLinearMap.mulLeftRight ℝ R (W t) (W t)) ((1 : R) + t ^ 2 • B) :=
      hasFDerivAt_ringInverse (𝕜 := ℝ) (⟨1 + t ^ 2 • B, W t, h1 t, h2 t⟩ : Rˣ)
    have e : W = fun s : ℝ => Ring.inverse ((1 : R) + s ^ 2 • B) := by
      funext s
      exact (Ring.inverse_unit (⟨1 + s ^ 2 • B, W s, h1 s, h2 s⟩ : Rˣ)).symm
    have h := (hi.comp_hasDerivAt t hB).congr_deriv
      (show _ = (-(2 * t)) • (W t * B * W t) by simp)
    have h' : HasDerivAt (fun s : ℝ => Ring.inverse ((1 : R) + s ^ 2 • B))
      ((-(2 * t)) • (W t * B * W t)) t := h
    rwa [← e] at h'
  have hL : ∀ (c : R) (t : ℝ), HasDerivAt (fun s : ℝ => p + s • c) c t := by
    intro c t
    simpa using ((hasDerivAt_id' t).smul_const c).const_add p
  have hP := fun t : ℝ => ((hL a t).fun_mul (hW t)).fun_mul (hL b t)
  refine ⟨fun t => (hP t).differentiableAt, (hP 0).congr_deriv (by simp [W0]), ?_⟩
  rw [funext fun t => (hP t).deriv]
  have hc : HasDerivAt (fun t : ℝ => -(2 * t)) (-2) 0 := by
    simpa using ((hasDerivAt_id' (0 : ℝ)).const_mul 2).fun_neg
  have hV : HasDerivAt (fun t : ℝ => (-(2 * t)) • (W t * B * W t)) ((-2 : ℝ) • B) 0 :=
    (hc.smul (((hW 0).mul_const B).fun_mul (hW 0))).congr_deriv (by simp [W0])
  refine (((((hW 0).const_mul a).fun_add ((hL a 0).fun_mul hV)).fun_mul (hL b 0)).fun_add
    (((hL a 0).fun_mul (hW 0)).mul_const b)).congr_deriv ?_
  simp only [W0, zero_smul, mul_zero, neg_zero, add_zero, zero_add, mul_one,
    neg_smul, mul_neg, neg_mul, mul_smul_comm, smul_mul_assoc]
  module

variable [DecidableEq n]

/-- For orthonormal `C` the retraction is differentiable, with `P'(0) = Z Cᵀ + C Zᵀ` and
`P''(0) = 2 (Z Zᵀ - C ZᵀZ Cᵀ)`. -/
theorem retraction_derivs (C Z : Matrix n m ℝ) (hC : Cᵀ * C = 1) :
    Differentiable ℝ (retraction C Z) ∧
    HasDerivAt (retraction C Z) (Z * Cᵀ + C * Zᵀ) 0 ∧
    HasDerivAt (deriv (retraction C Z)) ((2 : ℝ) • (Z * Zᵀ - C * (Zᵀ * Z) * Cᵀ)) 0 := by
  have cancel : ∀ X : Matrix m n ℝ, Cᵀ * (C * X) = X := fun X => by
    rw [← Matrix.mul_assoc, hC, Matrix.one_mul]
  -- embed the small inverse into the full orbital space
  let M : ℝ → Matrix m m ℝ := fun t => (1 + t ^ 2 • (Zᵀ * Z))⁻¹
  let W : ℝ → Matrix n n ℝ := fun t => 1 - C * Cᵀ + C * (M t * Cᵀ)
  have hCW : ∀ t, Cᵀ * W t = M t * Cᵀ := fun t => by
    simp only [W, Matrix.mul_add, Matrix.mul_sub, Matrix.mul_one, cancel, sub_self, zero_add]
  have h1 : ∀ t : ℝ, (1 + t ^ 2 • (C * (Zᵀ * Z) * Cᵀ)) * W t = 1 := by
    intro t
    calc (1 + t ^ 2 • (C * (Zᵀ * Z) * Cᵀ)) * W t
        = W t + t ^ 2 • (C * (Zᵀ * Z) * (Cᵀ * W t)) := by
          rw [Matrix.add_mul, Matrix.one_mul, Matrix.smul_mul, Matrix.mul_assoc (C * (Zᵀ * Z))]
      _ = 1 - C * Cᵀ + C * ((1 + t ^ 2 • (Zᵀ * Z)) * M t) * Cᵀ := by
          rw [hCW]
          simp only [W, Matrix.add_mul, Matrix.mul_add, Matrix.one_mul, Matrix.smul_mul,
            Matrix.mul_smul, Matrix.mul_assoc]
          abel
      _ = 1 := by
          rw [show (1 + t ^ 2 • (Zᵀ * Z)) * M t = 1 from metric_mul_inv Z t, Matrix.mul_one,
            sub_add_cancel]
  have hP : retraction C Z =
      fun t : ℝ => (C * Cᵀ + t • (Z * Cᵀ)) * W t * (C * Cᵀ + t • (C * Zᵀ)) := by
    funext t
    have hF : C * Cᵀ + t • (Z * Cᵀ) = (C + t • Z) * Cᵀ := by
      rw [Matrix.add_mul, Matrix.smul_mul]
    have hG : C * Cᵀ + t • (C * Zᵀ) = C * (C + t • Z)ᵀ := by
      rw [transpose_add, transpose_smul, Matrix.mul_add, Matrix.mul_smul]
    rw [hF, hG, Matrix.mul_assoc (C + t • Z) Cᵀ (W t), hCW,
      Matrix.mul_assoc (C + t • Z) (M t * Cᵀ), Matrix.mul_assoc (M t), cancel,
      ← Matrix.mul_assoc]
    rfl
  have h := product_curve_derivs (C * Cᵀ) (Z * Cᵀ) (C * Zᵀ) (C * (Zᵀ * Z) * Cᵀ) W h1
    (fun t => mul_eq_one_comm.1 (h1 t))
  rw [hP]
  refine ⟨h.1, h.2.1.congr_deriv ?_, h.2.2.congr_deriv ?_⟩
  · simp only [Matrix.mul_assoc, cancel]
  · simp only [Matrix.mul_assoc, cancel]

/-- For orthonormal `C` and `Z` orthogonal to `C`, the rotated density matrix is differentiable
and has first derivative `Z Cᵀ + C Zᵀ` and second derivative `2 (Z Zᵀ - C ZᵀZ Cᵀ)` at `t = 0`. -/
theorem geodesic_derivs (C Z : Matrix n m ℝ) (hC : Cᵀ * C = 1) (hZ : Cᵀ * Z = 0) :
    Differentiable ℝ (geodesic C Z) ∧
    HasDerivAt (geodesic C Z) (Z * Cᵀ + C * Zᵀ) 0 ∧
    HasDerivAt (deriv (geodesic C Z)) ((2 : ℝ) • (Z * Zᵀ - C * (Zᵀ * Z) * Cᵀ)) 0 := by
  have hZ' : Zᵀ * C = 0 := by simpa using congrArg transpose hZ
  have outer : ∀ A B D E : Matrix n m ℝ, (A * Bᵀ) * (D * Eᵀ) = A * (Bᵀ * D) * Eᵀ := by
    intro A B D E
    simp only [Matrix.mul_assoc]
  -- differentiating a rotated matrix produces the commutator with K
  have rot : ∀ (K X : Matrix n n ℝ) (t : ℝ),
      HasDerivAt (fun s : ℝ => NormedSpace.exp (s • K) * X * NormedSpace.exp (-(s • K)))
        (NormedSpace.exp (t • K) * (K * X - X * K) * NormedSpace.exp (-(t • K))) t := by
    intro K X t
    have h2 := hasDerivAt_exp_smul_const' (-K) t
    simp only [smul_neg] at h2
    exact (((hasDerivAt_exp_smul_const K t).mul_const X).fun_mul h2).congr_deriv
      (by noncomm_ring)
  have ea : generator C Z * (C * Cᵀ) - (C * Cᵀ) * generator C Z = Z * Cᵀ + C * Zᵀ := by
    simp only [generator, Matrix.sub_mul, Matrix.mul_sub, outer, hC, hZ, hZ', Matrix.mul_one,
      Matrix.mul_zero, Matrix.zero_mul]
    abel
  have eb : generator C Z * (Z * Cᵀ + C * Zᵀ) - (Z * Cᵀ + C * Zᵀ) * generator C Z =
      (2 : ℝ) • (Z * Zᵀ - C * (Zᵀ * Z) * Cᵀ) := by
    simp only [generator, Matrix.sub_mul, Matrix.mul_sub, Matrix.add_mul, Matrix.mul_add, outer,
      hC, hZ, hZ', Matrix.mul_one, Matrix.mul_zero, Matrix.zero_mul]
    module
  have hg := rot (generator C Z) (C * Cᵀ)
  rw [ea] at hg
  have hd : deriv (geodesic C Z) = fun t : ℝ => NormedSpace.exp (t • generator C Z) *
      (Z * Cᵀ + C * Zᵀ) * NormedSpace.exp (-(t • generator C Z)) :=
    funext fun t => (hg t).deriv
  refine ⟨fun t => (hg t).differentiableAt, (hg 0).congr_deriv (by simp), ?_⟩
  rw [hd]
  refine (rot (generator C Z) (Z * Cᵀ + C * Zᵀ) 0).congr_deriv ?_
  rw [eb]
  simp

/-- Two differentiable curves with the same value, first derivative and second derivative at
`t = 0` differ by `o(t²)`. -/
theorem second_order_contact {E : Type*} [NormedAddCommGroup E] [NormedSpace ℝ E]
    {f g : ℝ → E} {v w : E} (h0 : f 0 = g 0)
    (hf : Differentiable ℝ f ∧ HasDerivAt f v 0 ∧ HasDerivAt (deriv f) w 0)
    (hg : Differentiable ℝ g ∧ HasDerivAt g v 0 ∧ HasDerivAt (deriv g) w 0) :
    (fun t => f t - g t) =o[𝓝 0] (fun t : ℝ => t ^ 2) := by
  have ho : (fun t => deriv f t - deriv g t) =o[𝓝 0] (fun t : ℝ => t) := by
    have h := hasDerivAt_iff_isLittleO.1 (hf.2.2.fun_sub hg.2.2)
    simpa [hf.2.1.deriv, hg.2.1.deriv] using h
  rw [isLittleO_iff]
  intro ε hε
  obtain ⟨δ, hδ, hb⟩ := Metric.eventually_nhds_iff_ball.1 (ho.def hε)
  refine Metric.eventually_nhds_iff_ball.2 ⟨δ, hδ, fun t ht => ?_⟩
  -- mean value inequality on the interval of radius |t|
  have h := Convex.norm_image_sub_le_of_norm_hasDerivWithin_le
    (f := fun s => f s - g s) (f' := fun s => deriv f s - deriv g s) (C := ε * ‖t‖)
    (s := Metric.closedBall (0 : ℝ) ‖t‖) (x := 0) (y := t)
    (fun x _ => ((hf.1 x).hasDerivAt.fun_sub (hg.1 x).hasDerivAt).hasDerivWithinAt)
    (fun x hx => by
      have hx' : ‖x‖ ≤ ‖t‖ := mem_closedBall_zero_iff.1 hx
      have ht' : ‖t‖ < δ := mem_ball_zero_iff.1 ht
      exact (hb x (mem_ball_zero_iff.2 (hx'.trans_lt ht'))).trans (by gcongr))
    (convex_closedBall 0 ‖t‖) (by simp) (by simp)
  simp only [h0, sub_self, sub_zero] at h
  rw [norm_pow, pow_two, ← mul_assoc]
  exact h

/-- For orthonormal orbitals `C` and a direction `Z` orthogonal to them, the retraction agrees
with the rotated density matrix `exp(tK) C Cᵀ exp(-tK)` up to an error `o(t²)`. -/
theorem retraction_matches_geodesic (C Z : Matrix n m ℝ) (hC : Cᵀ * C = 1)
    (hZ : Cᵀ * Z = 0) :
    (fun t => retraction C Z t - geodesic C Z t) =o[𝓝 0] (fun t : ℝ => t ^ 2) :=
  second_order_contact (by simp [retraction, geodesic]) (retraction_derivs C Z hC)
    (geodesic_derivs C Z hC hZ)

/-- One occupied orbital `(1, 0)` and the direction `(0, 1)` satisfy both orthogonality
conditions, and their generator is that of plane rotations. -/
theorem orthogonality_witness :
    (!![1; 0] : Matrix (Fin 2) (Fin 1) ℝ)ᵀ * (!![1; 0] : Matrix (Fin 2) (Fin 1) ℝ) = 1 ∧
    (!![1; 0] : Matrix (Fin 2) (Fin 1) ℝ)ᵀ * (!![0; 1] : Matrix (Fin 2) (Fin 1) ℝ) = 0 ∧
    generator (!![1; 0] : Matrix (Fin 2) (Fin 1) ℝ) !![0; 1] = !![0, -1; 1, 0] := by
  refine ⟨?_, ?_, ?_⟩ <;> ext i j <;> fin_cases i <;> fin_cases j <;>
    simp only [generator, Matrix.sub_apply, Matrix.mul_apply, Matrix.transpose_apply] <;>
    simp [Fin.sum_univ_succ]

end

end SecondOrderRetraction
```

```lean
#print axioms SecondOrderRetraction.retraction_projector
#print axioms SecondOrderRetraction.retraction_matches_geodesic
```

```
'SecondOrderRetraction.retraction_projector' depends on axioms: [propext, Classical.choice, Quot.sound]
'SecondOrderRetraction.retraction_matches_geodesic' depends on axioms: [propext, Classical.choice, Quot.sound]
```

## Two curves through one density matrix

The columns of the real $n\times m$ matrix $C$ are the $m$ occupied orbitals, expanded in $n$ basis functions. In Lean, `n` and `m` are finite index types, and the number of orbitals is `Fintype.card m`. The matrix $Z$ has the same shape and gives the direction of change; $t$ is the step length. The hypothesis `hC`, $C^TC=1$, says that the orbitals are orthonormal, and `hZ`, $C^TZ=0$, says that every column of $Z$ lies in the virtual space.

The first curve, `retraction`, is
$$P(t)=(C+tZ)\,(1+t^2Z^TZ)^{-1}(C+tZ)^T .$$
The second, `geodesic`, is
$$G(t)=e^{tK}\,CC^T e^{-tK},\qquad K=ZC^T-CZ^T,$$
with $K$ called `generator`. Since $K^T=-K$, the exponential is an orthogonal matrix. The name `geodesic` is borrowed from the geometry of subspaces; no theorem here concerns shortest paths. Density matrices are normalised to trace $m$, without a spin factor of 2.

`retraction_matches_geodesic` states that $P(t)-G(t)=o(t^2)$ as $t\to0$. The norm is the largest absolute row sum, but in finite dimension any other norm gives the same statement. The derivative theorems say more than the existence of an expansion: each curve is differentiable at every $t$, and its derivative function is itself differentiable at $0$, with the stated value.

Atomic-orbital coefficients satisfy $C^TSC=1$ with an overlap matrix $S$, so they must first be transformed to an orthonormal basis, for instance as $S^{1/2}C$. In that setting, with real orbitals, a smooth energy functional of the density matrix has the same slope and curvature at $t=0$ along both curves, so a second-order orbital optimiser sees the same local model with either step. That consequence follows from the chain rule and is not stated in Lean.

## The displaced orbitals still give a projector

The overlap matrix of the displaced orbitals is
$$(C+tZ)^T(C+tZ)=C^TC+t(C^TZ+Z^TC)+t^2Z^TZ=1+t^2Z^TZ .$$
It is positive definite, because $v^T(1+t^2Z^TZ)v=|v|^2+t^2|Zv|^2$ for every vector $v$. Its inverse $M(t)$ therefore exists at every $t$, which is `metric_mul_inv`.

Write $A=C+tZ$. Then $P=AMA^T$ is symmetric, and
$$P^2=AM(A^TA)MA^T=AMA^T=P,\qquad \operatorname{tr}P=\operatorname{tr}(A^TAM)=\operatorname{tr}1=m .$$
`retraction_projector` proves these three properties by the same steps. Its local fact `gram` is the overlap calculation, and the cyclic property of the trace gives $\operatorname{tr}P=\operatorname{tr}(A^TAM)$.

## Derivatives of the straight-line step

Near $t=0$ the inverse is $M(t)=1-t^2Z^TZ+O(t^4)$. Multiplying out gives
$$P(t)=CC^T+t\,(ZC^T+CZ^T)+t^2\,(ZZ^T-CZ^TZC^T)+O(t^3),$$
and hence
$$P'(0)=ZC^T+CZ^T,\qquad P''(0)=2(ZZ^T-CZ^TZC^T).$$

The Lean proof uses the product rule in place of the series. Its general lemma, `product_curve_derivs`, works in a single ring, whereas $C$ and $Z$ are rectangular. `retraction_derivs` therefore embeds the small inverse in the full $n\times n$ space:
$$W(t)=1-CC^T+CM(t)C^T,\qquad B=CZ^TZC^T .$$
From $C^TC=1$ one finds $C^TW=MC^T$, and then
$$(1+t^2B)W=1-CC^T+C(1+t^2Z^TZ)MC^T=1 .$$
So $W$ inverts $1+t^2B$, and for square matrices a one-sided inverse is two-sided. With $p=CC^T$, $a=ZC^T$ and $b=CZ^T$, the retraction becomes
$$P(t)=(p+ta)\,W(t)\,(p+tb).$$

At $t=0$ the metric is the identity, so $M(0)=1$ and $W(0)=1$. The derivative of an inverse gives $W'=-2t\,WBW$, and hence $W'(0)=0$ and $W''(0)=-2B$. The product rule then yields
$$P'(0)=ap+pb,\qquad P''(0)=2ab+pW''(0)p=2(ab-pBp).$$
Substituting $p$, $a$, $b$ and $B$ and cancelling each $C^TC$ recovers the two formulas above. This argument needs only `hC`. If $C^TZ\neq0$, the derivatives still hold, but $P(t)$ need not be a projector.

## Derivatives of the rotation

For any fixed matrix $X$,
$$\frac{d}{dt}\,e^{tK}Xe^{-tK}=e^{tK}(KX-XK)e^{-tK}.$$
This is the local fact `rot` in `geodesic_derivs`. It is applied first to $X=CC^T$. The orthogonality conditions give $KCC^T=ZC^T$ and $CC^TK=-CZ^T$, so the commutator is
$$D=ZC^T+CZ^T=G'(0).$$
It is applied again to $X=D$. Here
$$KD=ZZ^T-CZ^TZC^T,\qquad DK=-ZZ^T+CZ^TZC^T,$$
and therefore $G''(0)=KD-DK=2(ZZ^T-CZ^TZC^T)$. The facts `ea` and `eb` are these two commutators. Both derivatives equal those of $P$.

## From equal derivatives to a small difference

Let $h(t)=P(t)-G(t)$. Both curves start at $CC^T$, so $h(0)=0$, and the matching derivatives give $h'(0)=h''(0)=0$. Differentiability of $h'$ at $0$ then means $h'(s)=o(s)$: for every $\varepsilon>0$, $\|h'(s)\|\le\varepsilon|s|$ once $|s|$ is small enough. The mean value inequality on the interval from $-|t|$ to $|t|$ gives
$$\|h(t)\|\le \varepsilon|t|\cdot|t|=\varepsilon t^2 .$$
`second_order_contact` proves this for curves in any real normed space, and the main theorem applies it to $P$ and $G$.

## One orbital in a plane

Take $C=(1,0)^T$ and $Z=(0,1)^T$. `orthogonality_witness` checks that this pair meets both conditions and that $K$ generates plane rotations. The two density matrices are
$$P(t)=\frac{1}{1+t^2}\begin{pmatrix}1&t\\t&t^2\end{pmatrix},\qquad
G(t)=\begin{pmatrix}\cos^2t&\sin t\cos t\\ \sin t\cos t&\sin^2t\end{pmatrix}.$$
The straight-line step turns the orbital through the angle $\arctan t$, the exponential through $t$. The off-diagonal elements are $t-t^3+\dots$ and $t-\tfrac23t^3+\dots$, so in this example the two curves first differ at third order.
